# For AB = qBA, the powers (A+B)ⁿ expand with recursively defined Gaussian coefficients, even when q is a root of unity

Should the coefficients in the expansion of $(A+B)^n$ be defined as quotients or by a recursion? I have two operators with $AB=q\,BA$, where $q$ is a number, and I want every $B$ to the left of every $A$. The formula I know uses $[n]=1+q+\dots+q^{n-1}$ and $[n]!=[1][2]\cdots[n]$, and gives $B^kA^{n-k}$ the coefficient $[n]!/([k]!\,[n-k]!)$. But my operators are the Pauli matrices $\sigma_x$ and $\sigma_z$, which anticommute, so $q=-1$ and $[2]=0$. For $n=4$, $k=2$ the formula reads $0/0$, although $(\sigma_x+\sigma_z)^4$ is a perfectly good matrix. Does the expansion fail at such $q$, or only the formula?

## Only the quotient fails; the recursion works for every q

Define the coefficients $G(n,k)$ by
$$G(n,0)=1,\qquad G(0,k+1)=0,\qquad G(n+1,k+1)=G(n,k)+q^{k+1}G(n,k+1).$$
Nothing is divided, and the expansion holds for every scalar $q$:
$$(A+B)^n=\sum_{k=0}^{n}G(n,k)\,B^kA^{n-k}.$$

For your matrices, $q=-1$, and the recursion gives these rows for $k=0,\dots,n$:

| $n$ | $G(n,k)$ |
|---|---|
| 0 | 1 |
| 1 | 1, 1 |
| 2 | 1, 0, 1 |
| 3 | 1, 1, 1, 1 |
| 4 | 1, 0, 2, 0, 1 |

The entry you asked about is $G(4,2)=G(3,1)+(-1)^2G(3,2)=2$. With $A=\sigma_x$, $B=\sigma_z$ and $\sigma_x^2=\sigma_z^2=1$, the expansion gives $(\sigma_x+\sigma_z)^4=1+2+1=4$ times the identity. This agrees with squaring $(\sigma_x+\sigma_z)^2=2$.

### From exchanging A and B to the recursion

Two values of $G$ are used below, the first in this proof and the second in the factorial formula. If $k>n$, then $G(n,k)=0$: this is the initial condition at $n=0$, and in the recursion for $G(n+1,k+1)$ with $k>n$ both terms on the right vanish. It follows that $G(n,n)=1$, since $G(n+1,n+1)=G(n,n)+q^{n+1}G(n,n+1)=G(n,n)$ and $G(0,0)=1$.

Moving $A$ through $k$ factors $B$ costs $q^k$. This is trivial for $k=0$, and if $AB^k=q^kB^kA$, then
$$AB^{k+1}=q^kB^kAB=q^{k+1}B^{k+1}A.$$

Now suppose that the expansion holds for $n$; for $n=0$ both sides are 1. Multiplying from the left by $A+B$ gives
$$(A+B)^{n+1}=\sum_{k=0}^{n}q^kG(n,k)B^kA^{n+1-k}+\sum_{k=0}^{n}G(n,k)B^{k+1}A^{n-k}.$$
The term $A^{n+1}$ has coefficient $G(n,0)=1$. For $0\le k\le n$, the term $B^{k+1}A^{n-k}$ collects $q^{k+1}G(n,k+1)$ from the first sum and $G(n,k)$ from the second, where $G(n,n+1)=0$ takes care of $k=n$. Their total is $G(n+1,k+1)$. Terms are only collected here, so the ordered monomials need not be linearly independent.

### The factorial formula and the ordinary binomial

The quotient survives as a product identity,
$$G(m+k,k)\,[k]!\,[m]!=[m+k]!.$$
For $k=0$ or $m=0$ it follows from $G(m,0)=1$ or $G(k,k)=1$. For the step, multiply
$$G(m+k+2,k+1)=G(m+k+1,k)+q^{k+1}G(m+k+1,k+1)$$
by $[k+1]!\,[m+1]!$. By the identity for $(k,m+1)$ and for $(k+1,m)$, the right side becomes
$$\bigl([k+1]+q^{k+1}[m+1]\bigr)[m+k+1]!.$$
Splitting the geometric sum gives $[a+b]=[a]+q^a[b]$, so the bracket is $[m+k+2]$ and the result is $[m+k+2]!$.

Where $[k]!\,[m]!$ is invertible, this yields your quotient. At $q=-1$ and $k=m=2$ it says only $0=0$, while the recursion still gives 2. At $q=1$ the recursion is Pascal's rule, and $G(n,k)=\binom nk$.

### The same coefficients appear in the partition function of fermions in equally spaced levels

Consider non-interacting fermions in $n$ non-degenerate levels with constant spacing $\Delta$, at inverse temperature $\beta$ and chemical potential $\mu$. Measure energies from the lowest level and set $q=e^{-\beta\Delta}$ and $z=e^{\beta\mu}$. The grand partition function is
$$Z_n(z)=\prod_{i=0}^{n-1}(1+q^iz)=\sum_{k=0}^{n}q^{k(k-1)/2}G(n,k)z^k.$$
Both sides are 1 for $n=0$. Splitting off the lowest level gives $Z_{n+1}(z)=(1+z)Z_n(qz)$. If the formula holds for $n$, the constant term of the new product is 1, and the coefficient of $z^{k+1}$ is
$$q^{k(k+1)/2}q^{k+1}G(n,k+1)+q^{k(k-1)/2}q^kG(n,k)=q^{k(k+1)/2}G(n+1,k+1).$$
The coefficient of $z^k$, including its power of $q$, is the canonical partition function of $k$ fermions in these levels.

### Scalars, operators and levels in Lean

In the code below, `R` is a commutative ring of scalars, for instance the complex numbers, and `𝒜` is any associative algebra with unit over it, such as the matrices of a fixed size. The theorem `quantum_binomial` takes `A` and `B` in `𝒜` and the hypothesis `A * B = q • (B * A)`, where `•` is multiplication by a scalar. That hypothesis is the physical input: exchanging the two operators costs a fixed factor. Since `q` is a scalar, it commutes with both operators; a factor that fails to commute with `A` or `B` is not covered. The conclusion holds for each natural number `n`, and `range (n + 1)` means $k=0,\dots,n$.

The names `qBinom q n k`, `qNum q n` and `qFactorial q n` stand for $G(n,k)$, $[n]$ and $[n]!$. The statement is purely algebraic: it has no infinite series and no domains of unbounded operators.

`quantum_binomial_witness` supplies a pair for every `q`. On polynomials, `dilation q` sends $f(x)$ to $f(qx)$ and `position` sends it to $xf(x)$. The product of operators is composition, so applying `position` first gives $qx\,f(qx)$, which is $q$ times the result in the other order.

In `fermion_grand_partition`, `q` and `z` are arbitrary elements of `R`, and `k.choose 2` is $k(k-1)/2$. The Boltzmann factor and the fugacity are one choice of values. To compare coefficients of $z^k$, take `R` to be a polynomial ring, `z` its variable and `q` a constant.

```lean
import Mathlib

open Finset Polynomial

namespace QuantumBinomial

noncomputable section

variable {R : Type*} [CommRing R]

/-- The Gaussian binomial coefficient `G(n,k)`, defined by the q-Pascal recursion
`G(n+1,k+1) = G(n,k) + q^(k+1) G(n,k+1)` with `G(n,0) = 1` and `G(0,k+1) = 0`. -/
def qBinom (q : R) : ℕ → ℕ → R
  | _, 0 => 1
  | 0, _ + 1 => 0
  | n + 1, k + 1 => qBinom q n k + q ^ (k + 1) * qBinom q n (k + 1)

/-- The q-number `[n] = 1 + q + ... + q^(n-1)`. -/
def qNum (q : R) (n : ℕ) : R := ∑ i ∈ range n, q ^ i

/-- The q-factorial `[n]! = [1] [2] ... [n]`. -/
def qFactorial (q : R) (n : ℕ) : R := ∏ i ∈ range n, qNum q (i + 1)

/-- The dilation operator on polynomials, `f(x) ↦ f(q x)`. -/
def dilation (q : R) : Module.End R R[X] :=
  (Polynomial.aeval (C q * X : R[X])).toLinearMap

/-- The position operator on polynomials, `f(x) ↦ x f(x)`. -/
def position : Module.End R R[X] := LinearMap.mulLeft R (X : R[X])

/-- The coefficient `G(n,0)` equals one. -/
theorem qBinom_zero_right (q : R) (n : ℕ) : qBinom q n 0 = 1 := by
  cases n <;> simp [qBinom]

/-- The coefficient `G(n,k)` vanishes for `k > n`. -/
theorem qBinom_eq_zero (q : R) {n k : ℕ} (h : n < k) : qBinom q n k = 0 := by
  induction n generalizing k with
  | zero =>
    cases k with
    | zero => omega
    | succ k => rfl
  | succ n ih =>
    cases k with
    | zero => omega
    | succ k =>
      have hrec : qBinom q (n + 1) (k + 1)
          = qBinom q n k + q ^ (k + 1) * qBinom q n (k + 1) := rfl
      rw [hrec, ih (by omega), ih (by omega), mul_zero, add_zero]

/-- The coefficient `G(n,n)` equals one. -/
theorem qBinom_self (q : R) (n : ℕ) : qBinom q n n = 1 := by
  induction n with
  | zero => exact qBinom_zero_right q 0
  | succ n ih =>
    have hrec : qBinom q (n + 1) (n + 1)
        = qBinom q n n + q ^ (n + 1) * qBinom q n (n + 1) := rfl
    rw [hrec, ih, qBinom_eq_zero q (Nat.lt_succ_self n), mul_zero, add_zero]

/-- **Quantum binomial theorem.** If `A B = q B A`, then `(A + B)^n` is the sum over `k ≤ n` of
the ordered products `B^k A^(n-k)` weighted by the Gaussian binomial coefficients. -/
theorem quantum_binomial {𝒜 : Type*} [Ring 𝒜] [Algebra R 𝒜] {q : R} {A B : 𝒜}
    (h : A * B = q • (B * A)) (n : ℕ) :
    (A + B) ^ n = ∑ k ∈ range (n + 1), qBinom q n k • (B ^ k * A ^ (n - k)) := by
  -- moving `A` through `k` factors `B` costs `q^k`
  have hc : ∀ k : ℕ, A * B ^ k = q ^ k • (B ^ k * A) := by
    intro k
    induction k with
    | zero => simp
    | succ k ih =>
      rw [pow_succ B k, ← mul_assoc, ih, smul_mul_assoc, mul_assoc (B ^ k) A B, h,
        mul_smul_comm, smul_smul, ← mul_assoc (B ^ k) B A, ← pow_succ q k]
  induction n with
  | zero => simp [qBinom_zero_right]
  | succ n ih =>
    have hA : A * ∑ k ∈ range (n + 1), qBinom q n k • (B ^ k * A ^ (n - k))
        = ∑ k ∈ range (n + 1 + 1), (q ^ k * qBinom q n k) • (B ^ k * A ^ (n + 1 - k)) := by
      rw [sum_range_succ _ (n + 1), qBinom_eq_zero q (Nat.lt_succ_self n), mul_zero,
        zero_smul, add_zero, mul_sum]
      refine sum_congr rfl fun k hk => ?_
      have hk' : n + 1 - k = (n - k) + 1 := by
        have := mem_range.mp hk
        omega
      rw [hk', pow_succ' A, mul_smul_comm, ← mul_assoc A (B ^ k), hc k, smul_mul_assoc,
        mul_assoc (B ^ k) A, smul_smul, mul_comm (q ^ k)]
    have hB : B * ∑ k ∈ range (n + 1), qBinom q n k • (B ^ k * A ^ (n - k))
        = ∑ k ∈ range (n + 1), qBinom q n k • (B ^ (k + 1) * A ^ (n + 1 - (k + 1))) := by
      rw [mul_sum]
      refine sum_congr rfl fun k _ => ?_
      rw [mul_smul_comm, ← mul_assoc, ← pow_succ', Nat.add_sub_add_right]
    have hrec : ∀ k, qBinom q (n + 1) (k + 1)
        = qBinom q n k + q ^ (k + 1) * qBinom q n (k + 1) := fun _ => rfl
    -- collect equal ordered monomials; the q-Pascal recursion combines their coefficients
    rw [pow_succ', ih, add_mul, hA, hB, sum_range_succ' _ (n + 1), sum_range_succ' _ (n + 1)]
    simp only [hrec, qBinom_zero_right, add_smul, sum_add_distrib, pow_zero, mul_one]
    abel

/-- For every scalar `q`, dilation and position on polynomials satisfy `A B = q B A`. -/
theorem quantum_binomial_witness (q : R) :
    dilation q * position = q • (position * dilation q) := by
  refine LinearMap.ext fun f => ?_
  change Polynomial.aeval (C q * X : R[X]) (X * f)
    = q • (X * Polynomial.aeval (C q * X : R[X]) f)
  rw [map_mul, Polynomial.aeval_X, Polynomial.smul_eq_C_mul, mul_assoc]

/-- At `q = 1` the Gaussian binomial coefficient is the ordinary binomial coefficient. -/
theorem qBinom_one (n k : ℕ) : qBinom (1 : R) n k = (n.choose k : R) := by
  induction n generalizing k with
  | zero =>
    cases k with
    | zero => simp [qBinom_zero_right]
    | succ k => simp [qBinom]
  | succ n ih =>
    cases k with
    | zero => simp [qBinom_zero_right]
    | succ k =>
      have hrec : qBinom (1 : R) (n + 1) (k + 1)
          = qBinom 1 n k + 1 ^ (k + 1) * qBinom 1 n (k + 1) := rfl
      rw [hrec, ih, ih, Nat.choose_succ_succ', one_pow, one_mul, Nat.cast_add]

/-- Addition rule for q-numbers: `[a + b] = [a] + q^a [b]`. -/
theorem qNum_add (q : R) (a b : ℕ) : qNum q (a + b) = qNum q a + q ^ a * qNum q b := by
  unfold qNum
  induction b with
  | zero => simp
  | succ b ih =>
    rw [← add_assoc, sum_range_succ, ih, sum_range_succ, pow_add]
    ring

/-- Factorial formula without division: `G(m+k,k) [k]! [m]! = [m+k]!`. -/
theorem qBinom_mul_qFactorial (q : R) (k m : ℕ) :
    qBinom q (m + k) k * qFactorial q k * qFactorial q m = qFactorial q (m + k) := by
  have hF : ∀ j, qFactorial q (j + 1) = qFactorial q j * qNum q (j + 1) :=
    fun j => prod_range_succ _ j
  induction k generalizing m with
  | zero => simp [qBinom_zero_right, qFactorial]
  | succ k ihk =>
    induction m with
    | zero =>
      rw [zero_add, qBinom_self]
      simp [qFactorial]
    | succ m ihm =>
      have h1 := ihk (m + 1)
      have h2 := ihm
      rw [show m + (k + 1) = m + 1 + k by omega] at h2
      have h3 : qBinom q (m + 1 + (k + 1)) (k + 1)
          = qBinom q (m + 1 + k) k + q ^ (k + 1) * qBinom q (m + 1 + k) (k + 1) := rfl
      have h4 : qFactorial q (m + 1 + (k + 1))
          = qFactorial q (m + 1 + k) * qNum q (m + 1 + k + 1) := hF _
      -- split the top q-number as `[k+1] + q^(k+1) [m+1]`
      have h5 : qNum q (m + 1 + k + 1) = qNum q (k + 1) + q ^ (k + 1) * qNum q (m + 1) := by
        rw [← qNum_add, show m + 1 + k + 1 = k + 1 + (m + 1) by omega]
      rw [h3, h4, h5]
      linear_combination qNum q (k + 1) * h1 + q ^ (k + 1) * qNum q (m + 1) * h2
        + qBinom q (m + 1 + k) k * qFactorial q (m + 1) * hF k
        + q ^ (k + 1) * qBinom q (m + 1 + k) (k + 1) * qFactorial q (k + 1) * hF m

/-- The product of `1 + q^i z` over `i < n` equals the sum of `q^(k(k-1)/2) G(n,k) z^k` over
`k ≤ n`. With Boltzmann factors `q^i` and fugacity `z`, the product is the grand partition function
of non-interacting fermions in `n` equally spaced, non-degenerate levels. -/
theorem fermion_grand_partition (q z : R) (n : ℕ) :
    ∏ i ∈ range n, (1 + q ^ i * z)
      = ∑ k ∈ range (n + 1), q ^ (k.choose 2) * qBinom q n k * z ^ k := by
  induction n generalizing z with
  | zero => simp [qBinom_zero_right]
  | succ n ih =>
    -- split off the lowest level; the others see the fugacity `q z`
    have hP : ∏ i ∈ range (n + 1), (1 + q ^ i * z)
        = (1 + z) * ∏ i ∈ range n, (1 + q ^ i * (q * z)) := by
      rw [prod_range_succ', mul_comm, pow_zero, one_mul]
      congr 1
      exact prod_congr rfl fun i _ => by ring
    have hS : ∑ k ∈ range (n + 1), q ^ (k.choose 2) * qBinom q n k * (q * z) ^ k
        = ∑ k ∈ range (n + 1),
            q ^ ((k + 1).choose 2) * qBinom q n (k + 1) * (q * z) ^ (k + 1) + 1 := by
      have hext : ∑ k ∈ range (n + 1), q ^ (k.choose 2) * qBinom q n k * (q * z) ^ k
          = ∑ k ∈ range (n + 1 + 1), q ^ (k.choose 2) * qBinom q n k * (q * z) ^ k := by
        rw [sum_range_succ _ (n + 1), qBinom_eq_zero q (Nat.lt_succ_self n), mul_zero,
          zero_mul, add_zero]
      rw [hext, sum_range_succ' _ (n + 1)]
      simp [qBinom_zero_right]
    have hch : ∀ k : ℕ, (k + 1).choose 2 = k + k.choose 2 := fun k =>
      (Nat.choose_succ_succ' k 1).trans (by rw [Nat.choose_one_right])
    have hrec : ∀ k, qBinom q (n + 1) (k + 1)
        = qBinom q n k + q ^ (k + 1) * qBinom q n (k + 1) := fun _ => rfl
    rw [hP, ih (q * z), add_mul, one_mul, mul_sum, hS, sum_range_succ' _ (n + 1),
      add_right_comm, ← sum_add_distrib]
    congr 1
    · refine sum_congr rfl fun k _ => ?_
      rw [hrec, hch]
      ring
    · simp [qBinom_zero_right]

end

end QuantumBinomial
```

```lean
#print axioms QuantumBinomial.quantum_binomial
#print axioms QuantumBinomial.qBinom_one
#print axioms QuantumBinomial.qBinom_mul_qFactorial
#print axioms QuantumBinomial.fermion_grand_partition
```

```
'QuantumBinomial.quantum_binomial' depends on axioms: [propext, Classical.choice, Quot.sound]
'QuantumBinomial.qBinom_one' depends on axioms: [propext, Classical.choice, Quot.sound]
'QuantumBinomial.qBinom_mul_qFactorial' depends on axioms: [propext, Classical.choice, Quot.sound]
'QuantumBinomial.fermion_grand_partition' depends on axioms: [propext, Classical.choice, Quot.sound]
```

### How the Lean proofs collect the terms

`qBinom_eq_zero` gives $G(n,k)=0$ for $k>n$, which is used at the ends of the sums. `qBinom_self` gives $G(n,n)=1$, which is used in the proof of the factorial formula. Inside `quantum_binomial`, `hc` is the exchange rule $AB^k=q^kB^kA$. The steps `hA` and `hB` compute the two sums obtained by multiplying by $A$ and by $B$. In `hA` the sum is extended by one term, which is zero because $G(n,n+1)=0$, so that it has the same length as the target. Then `sum_range_succ'` separates the $k=0$ term, `hrec` inserts the recursion, and `abel` matches the remaining sums, using only the rules of addition.

`qBinom_one` compares the recursion with Pascal's rule. `qNum_add` proves the addition rule for $[a+b]$ by induction on $b$. In `qBinom_mul_qFactorial`, an outer induction on `k` and an inner one on `m` provide the two earlier identities as `h1` and `h2`. The step `h5` splits the top q-number, and `linear_combination` adds `h1` and `h2` with the weights $[k+1]$ and $q^{k+1}[m+1]$, together with the unfolding of the factorials.

In `fermion_grand_partition`, the induction leaves `z` general, because the hypothesis is needed at $qz$. The step `hP` splits off the lowest level, `hS` separates the constant term of $Z_n(qz)$, and `hch` is the exponent rule $\binom{k+1}{2}=k+\binom k2$. After that, `ring` checks the coefficient of each positive power of $z$, and `simp` checks the constant term.
